# For a core projector P and core-valued F, T = 1 − P + F turns a local operator A into A + F†AF − PAP

Suppose I represent the core region around an atom by a self-adjoint idempotent P in a star ring, so that calling an operator A "local" means only that it commutes with P. A smooth wavefunction ψ becomes the true one through T = 1 − P + F: the smooth core part Pψ is removed and Fψ is put in its place, with PF = F because the replacement lives in the core. The ultrasoft recipe then says that A acts on smooth wavefunctions as A itself, plus a true core term, minus a smooth core term. Can I see a rigorous, machine-checked proof of this in Lean, and does it really need locality?

## Locality removes the cross terms

Yes, and locality is needed if the rule is to hold for every core-valued F. A single F may do without it: F = P gives T = 1, and the rule then holds for any A. Write † for the adjoint and Q = 1 − P, so that T = Q + F and Q† = Q. Expanding gives

T†AT = QAQ + QAF + F†AQ + F†AF.

Since A commutes with P, it commutes with Q. Taking the adjoint of PF = F gives F†P = F†. Therefore

QAF = AQF = A(F − PF) = 0

F†AQ = F†QA = (F† − F†P)A = 0

QAQ = AQ = A − AP = A − PAP,

where the last line uses Q² = Q and PAP = AP² = AP. Adding up,

T†AT = A + F†AF − PAP.

For an A that need not be local, the right-hand side misses T†AT by exactly

QA(F − P) + (F − P)†AQ.

Locality is also necessary if the rule is to hold for every core-valued F. Take F = 0, so that the rule reads QAQ = A − PAP. Multiplying by P from the left gives 0 = PA − PAP, and from the right 0 = AP − PAP. Hence PA = PAP = AP.

## Overlap, partial waves and density

Setting A = 1 gives the overlap operator

T†T = 1 + F†F − P,

which is 1 exactly when F†F = P. This is norm conservation as an operator identity, a stronger demand than equal core norms for one reference state.

Now store true partial waves, smooth partial waves and projector functions as the columns of matrices Φ, Φs and p, and write ᴴ for the matrix adjoint. Put P = Φs pᴴ and F = Φ pᴴ. Duality, pᴴΦs = 1, gives P² = Φs(pᴴΦs)pᴴ = P, and PΦ = Φ gives PF = F. If P is also Hermitian and commutes with A, the rule applies. Since PAP = PᴴAP, it becomes

TᴴAT = A + p(ΦᴴAΦ − ΦsᴴAΦs)pᴴ, with T = 1 + (Φ − Φs)pᴴ.

For the density, let P project onto a set C of grid points. At r in C, (Tψ)(r) = (Fψ)(r) and (Pψ)(r) = ψ(r). At r outside C, (Fψ)(r) = (Pψ)(r) = 0 and (Tψ)(r) = ψ(r). In both cases

|(Tψ)(r)|² = |ψ(r)|² + |(Fψ)(r)|² − |(Pψ)(r)|².

## What the Lean statements say

`R` is any ring with a `star`, which plays the adjoint; square complex matrices and bounded operators on a Hilbert space are examples. `transform P F` is T. In `augmentation_rule`, `hP` and `hPP` make `P` an orthogonal projector, `hF` confines the output of `F` to the core, and `hA` says that `A` does not couple the core to the outside. `A` need not be self-adjoint, and `F` may read ψ outside the core.

In the matrix theorems, `n` labels grid points of unit weight and `m` labels partial waves. `ultrasoft_augmentation` assumes duality, hermiticity of `Φs * pᴴ`, `Φs * pᴴ * Φ = Φ` and locality. These are strong conditions: if Φs pᴴ is to commute with every diagonal potential, it must be diagonal itself, so the smooth waves span all functions on some set of grid points. Truncated partial-wave sets generally fail this.

Unbounded operators are not covered, and a finite-difference kinetic energy that couples sites across the core boundary violates `hA`. Smoothness and matching at the core boundary play no role. Within these limits, a finite grid and a complete core set, the result gives the algebra behind the augmented local potentials and densities of ultrasoft calculations.

```lean
import Mathlib

open Matrix

namespace AugmentationCharges

section StarRing

variable {R : Type*} [Ring R] [StarRing R]

/-- The map `T = 1 - P + F` from smooth to true wavefunctions: the part in the core region `P`
is removed and replaced by the output of `F`. -/
def transform (P F : R) : R := 1 - P + F

/-- For a self-adjoint `P` and any `F` and `A`, the transformed operator is
`A + star F * A * F - P * A * P` plus two cross terms, each with a factor `1 - P` on one side of `A`
and `F - P` or its adjoint on the other. -/
theorem augmentation_defect {P : R} (hP : star P = P) (F A : R) :
    star (transform P F) * A * transform P F =
      A + star F * A * F - P * A * P
        + ((1 - P) * A * (F - P) + star (F - P) * A * (1 - P)) := by
  simp only [transform, star_add, star_sub, star_one, hP]
  noncomm_ring

/-- Augmentation of a local operator: if `P` is a self-adjoint idempotent, `F` has its output in
the core and `A` commutes with `P`, then the transformed operator is `A` plus the true core term
minus the smooth core term. -/
theorem augmentation_rule {P F A : R} (hP : star P = P) (hPP : P * P = P)
    (hF : P * F = F) (hA : A * P = P * A) :
    star (transform P F) * A * transform P F = A + star F * A * F - P * A * P := by
  have hF' : star F * P = star F := by
    have h := congrArg star hF
    rwa [star_mul, hP] at h
  -- locality moves the outer projector next to a core quantity, where it gives zero
  have h1 : (1 - P) * A * (F - P) = 0 := by
    calc (1 - P) * A * (F - P)
        = A * ((F - P * F) - (P - P * P)) + (A * P - P * A) * (F - P) := by noncomm_ring
      _ = 0 := by rw [hF, hPP, hA]; simp
  have h2 : (star F - P) * A * (1 - P) = 0 := by
    calc (star F - P) * A * (1 - P)
        = ((star F - star F * P) - (P - P * P)) * A
            - (star F - P) * (A * P - P * A) := by noncomm_ring
      _ = 0 := by rw [hF', hPP, hA]; simp
  rw [augmentation_defect hP, h1, star_sub, hP, h2, add_zero, add_zero]

/-- For a self-adjoint idempotent `P`, the augmentation rule holds for every `F` with output in
the core exactly when `A` commutes with `P`. -/
theorem augmentation_rule_iff_local {P : R} (hP : star P = P) (hPP : P * P = P) (A : R) :
    (∀ F : R, P * F = F →
      star (transform P F) * A * transform P F = A + star F * A * F - P * A * P) ↔
    A * P = P * A := by
  constructor
  · intro h
    -- the choice `F = 0`, which puts nothing back into the core, is already decisive
    have h0 := h 0 (mul_zero P)
    simp only [transform, star_sub, star_one, hP, add_zero, star_zero, zero_mul,
      mul_zero] at h0
    have hl : P * A - P * A * P = 0 := by
      calc P * A - P * A * P = P * A - (P * P) * A * P := by rw [hPP]
        _ = P * (A - P * A * P) := by noncomm_ring
        _ = P * ((1 - P) * A * (1 - P)) := by rw [h0]
        _ = (P - P * P) * A * (1 - P) := by noncomm_ring
        _ = 0 := by rw [hPP]; simp
    have hr : A * P - P * A * P = 0 := by
      calc A * P - P * A * P = A * P - P * A * (P * P) := by rw [hPP]
        _ = (A - P * A * P) * P := by noncomm_ring
        _ = ((1 - P) * A * (1 - P)) * P := by rw [h0]
        _ = (1 - P) * A * (P - P * P) := by noncomm_ring
        _ = 0 := by rw [hPP]; simp
    exact (sub_eq_zero.mp hr).trans (sub_eq_zero.mp hl).symm
  · intro hA F hF
    exact augmentation_rule hP hPP hF hA

/-- The overlap operator of the smooth wavefunctions is `1 + star F * F - P`, for a self-adjoint
idempotent `P` and `F` with output in the core. -/
theorem overlap_operator {P F : R} (hP : star P = P) (hPP : P * P = P) (hF : P * F = F) :
    star (transform P F) * transform P F = 1 + star F * F - P := by
  have h := augmentation_rule (A := 1) hP hPP hF (by rw [one_mul, mul_one])
  simp only [mul_one, hPP] at h
  exact h

/-- Norm conservation: for a self-adjoint idempotent `P` and `F` with output in the core, the
overlap operator is the identity exactly when `star F * F = P`. -/
theorem overlap_eq_one_iff {P F : R} (hP : star P = P) (hPP : P * P = P) (hF : P * F = F) :
    star (transform P F) * transform P F = 1 ↔ star F * F = P := by
  rw [overlap_operator hP hPP hF]
  constructor
  · intro h
    have h' : star F * F - P = (1 + star F * F - P) - 1 := by abel
    rw [h, sub_self] at h'
    exact sub_eq_zero.mp h'
  · intro h
    rw [h, add_sub_cancel_right]

end StarRing

/-- Two-site instance of the hypotheses of the augmentation rule: the first site is the core,
`F = !![2, 1; 0, 0]`, and the local operator is diagonal. -/
theorem augmentation_rule_witness (a b : ℂ) :
    star (!![1, 0; 0, 0] : Matrix (Fin 2) (Fin 2) ℂ) = !![1, 0; 0, 0] ∧
    (!![1, 0; 0, 0] : Matrix (Fin 2) (Fin 2) ℂ) * !![1, 0; 0, 0] = !![1, 0; 0, 0] ∧
    (!![1, 0; 0, 0] : Matrix (Fin 2) (Fin 2) ℂ) * !![2, 1; 0, 0] = !![2, 1; 0, 0] ∧
    (!![a, 0; 0, b] : Matrix (Fin 2) (Fin 2) ℂ) * !![1, 0; 0, 0]
      = !![1, 0; 0, 0] * !![a, 0; 0, b] := by
  refine ⟨?_, ?_, ?_, ?_⟩ <;> ext i j <;> fin_cases i <;> fin_cases j <;>
    simp [Matrix.mul_apply, Fin.sum_univ_succ, Matrix.star_apply]

section PartialWaves

variable {n m : Type*} [Fintype n] [DecidableEq n] [Fintype m] [DecidableEq m]

/-- Ultrasoft form: the columns of `Φ`, `Φs`, `p` are true partial waves, smooth partial waves and
projector functions. If `p` is dual to `Φs`, `Φs * pᴴ` is Hermitian and leaves `Φ` unchanged, and
`A` commutes with it, then the correction to `A` is the difference of the partial-wave matrix
elements of `A`, placed between projector functions. -/
theorem ultrasoft_augmentation {A : Matrix n n ℂ} {Φ Φs p : Matrix n m ℂ}
    (hdual : pᴴ * Φs = 1) (hP : (Φs * pᴴ)ᴴ = Φs * pᴴ)
    (hΦ : Φs * pᴴ * Φ = Φ) (hA : A * (Φs * pᴴ) = Φs * pᴴ * A) :
    (1 + (Φ - Φs) * pᴴ)ᴴ * A * (1 + (Φ - Φs) * pᴴ) =
      A + p * (Φᴴ * A * Φ - Φsᴴ * A * Φs) * pᴴ := by
  have hPP : Φs * pᴴ * (Φs * pᴴ) = Φs * pᴴ := by
    rw [Matrix.mul_assoc, ← Matrix.mul_assoc pᴴ, hdual, Matrix.one_mul]
  have hF : Φs * pᴴ * (Φ * pᴴ) = Φ * pᴴ := by
    rw [← Matrix.mul_assoc, hΦ]
  have hT : 1 + (Φ - Φs) * pᴴ = transform (Φs * pᴴ) (Φ * pᴴ) := by
    rw [transform, Matrix.sub_mul]
    abel
  have h : (transform (Φs * pᴴ) (Φ * pᴴ))ᴴ * A * transform (Φs * pᴴ) (Φ * pᴴ) =
      A + (Φ * pᴴ)ᴴ * A * (Φ * pᴴ) - Φs * pᴴ * A * (Φs * pᴴ) :=
    augmentation_rule hP hPP hF hA
  -- both core terms are partial-wave matrix elements placed between projector functions
  have hsand (X : Matrix n m ℂ) :
      (X * pᴴ)ᴴ * A * (X * pᴴ) = p * (Xᴴ * A * X) * pᴴ := by
    simp only [Matrix.conjTranspose_mul, Matrix.conjTranspose_conjTranspose, Matrix.mul_assoc]
  have hs := hsand Φs
  rw [hP] at hs
  rw [hT, h, hsand Φ, hs, Matrix.mul_sub, Matrix.sub_mul, add_sub_assoc]

/-- Three-site, two-wave instance of the hypotheses of the ultrasoft form, with any diagonal
operator `A`; the matrices are, in order of appearance, `p`, `Φs` and `Φ`. -/
theorem ultrasoft_augmentation_witness (v : Fin 3 → ℂ) :
    let p : Matrix (Fin 3) (Fin 2) ℂ := !![1, 0; -1, 1; 0, 0]
    let Φs : Matrix (Fin 3) (Fin 2) ℂ := !![1, 1; 0, 1; 0, 0]
    let Φ : Matrix (Fin 3) (Fin 2) ℂ := !![2, 0; 1, 1; 0, 0]
    pᴴ * Φs = 1 ∧ (Φs * pᴴ)ᴴ = Φs * pᴴ ∧ Φs * pᴴ * Φ = Φ ∧
      diagonal v * (Φs * pᴴ) = Φs * pᴴ * diagonal v := by
  intro p Φs Φ
  have h : Φs * pᴴ = !![1, 0, 0; 0, 1, 0; 0, 0, 0] := by
    ext i j
    fin_cases i <;> fin_cases j <;> simp [p, Φs, Matrix.mul_apply, Fin.sum_univ_succ]
  rw [h]
  refine ⟨?_, ?_, ?_, ?_⟩ <;> ext i j <;> fin_cases i <;> fin_cases j <;>
    simp [p, Φs, Φ, Matrix.mul_apply, Fin.sum_univ_succ, Matrix.diagonal_apply]

/-- The projector onto a set `C` of grid points, the core region. -/
def coreProjector (C : Finset n) : Matrix n n ℂ :=
  diagonal fun r => if r ∈ C then 1 else 0

/-- Augmented density: if `F` has its output in the core, the density of the true wavefunction at
each grid point is the smooth density plus the density of `F ψ` minus that of the smooth
wavefunction restricted to the core. -/
theorem augmented_density (C : Finset n) {F : Matrix n n ℂ}
    (hF : coreProjector C * F = F) (ψ : n → ℂ) (r : n) :
    ‖(transform (coreProjector C) F *ᵥ ψ) r‖ ^ 2 =
      ‖ψ r‖ ^ 2 + ‖(F *ᵥ ψ) r‖ ^ 2 - ‖(coreProjector C *ᵥ ψ) r‖ ^ 2 := by
  have h : (coreProjector C *ᵥ (F *ᵥ ψ)) r = (F *ᵥ ψ) r := by
    rw [Matrix.mulVec_mulVec, hF]
  simp only [coreProjector, Matrix.mulVec_diagonal] at h
  simp only [transform, coreProjector, Matrix.add_mulVec, Matrix.sub_mulVec,
    Matrix.one_mulVec, Pi.add_apply, Pi.sub_apply, Matrix.mulVec_diagonal]
  by_cases hr : r ∈ C
  · simp [hr]
  · -- outside the core `F ψ` vanishes
    have h0 : (F *ᵥ ψ) r = 0 := by
      rw [if_neg hr, zero_mul] at h
      exact h.symm
    simp [hr, h0]

end PartialWaves

end AugmentationCharges
```

```lean
#print axioms AugmentationCharges.overlap_operator
-- 'AugmentationCharges.overlap_operator' depends on axioms: [propext, Classical.choice, Quot.sound]
#print axioms AugmentationCharges.overlap_eq_one_iff
-- 'AugmentationCharges.overlap_eq_one_iff' depends on axioms: [propext, Classical.choice, Quot.sound]
#print axioms AugmentationCharges.ultrasoft_augmentation
-- 'AugmentationCharges.ultrasoft_augmentation' depends on axioms: [propext, Classical.choice, Quot.sound]
#print axioms AugmentationCharges.augmented_density
-- 'AugmentationCharges.augmented_density' depends on axioms: [propext, Classical.choice, Quot.sound]
```

## From the expansion to the Lean proof

`augmentation_defect` is the expansion for general `A`. It uses only self-adjointness of `P`, and `noncomm_ring` multiplies out without commuting any factors.

`augmentation_rule` shows that the two cross terms vanish. `hF'` is F†P = F†. In `h1` and `h2`, each cross term is rewritten as a sum of products, every one of which contains F − PF (or its adjoint), P − P² or the commutator AP − PA as a factor, and all of these are zero.

`augmentation_rule_iff_local` puts `F = 0` into the assumed rule. Its steps `hl` and `hr` are the multiplications by P from the left and from the right. `overlap_operator` sets `A = 1`, and `overlap_eq_one_iff` cancels the identity.

`ultrasoft_augmentation` derives idempotency and core support from the partial-wave conditions, identifies its operator with `transform`, and applies the general rule. `hsand` then pulls the projector functions outside both core terms. `augmented_density` splits on `r ∈ C`, as above; for an outside point, `h0` extracts (Fψ)(r) = 0 from the support condition.

The two witness theorems supply explicit matrices that satisfy all the hypotheses of the general rule and of the ultrasoft form, the latter with two partial waves on three sites.

## The same split for a pair of orbitals

The pointwise argument also works by hand for two wavefunctions φ and ψ, though the file states only the case φ = ψ. With conj for complex conjugation,

conj(Tφ)(r) · (Tψ)(r) = conj φ(r) · ψ(r) + conj(Fφ)(r) · (Fψ)(r) − conj(Pφ)(r) · (Pψ)(r), with P the projector onto C and PF = F.

This is the augmented pair density, the kind of product that enters exchange integrals.
